# Under the sum rule, valence electrons gain the oscillator strength of Pauli-blocked core transitions

The oscillator strengths are modelled here as a table of real numbers $f_{ij}$, one for each ordered pair of orbitals, and the sum rule is a condition imposed on the valence rows of that table. It is not imposed on every row, because a finite table cannot satisfy it everywhere: if $f_{ji}=-f_{ij}$ for all pairs in a nonempty finite set, the sum of all entries is zero, whereas rows that each add up to 1 would give the number of orbitals.

The condition stands for the Thomas–Reiche–Kuhn rule. For one electron in a local potential, the commutator of position and momentum fixes the total strength from any bound energy eigenstate at 1, provided that the final states form a complete set of eigenstates of the same Hamiltonian. Here that total is assumed to be reached on finitely many orbitals.

## The balance of strength between core, valence and empty orbitals

Let $C$, $V$ and $U$ be disjoint finite sets of core, valence and empty spin orbitals, with one electron in each orbital of $C$ and $V$. For two groups $A$ and $B$ write

$$S(A,B)=\sum_{i\in A}\sum_{j\in B} f_{ij}.$$

Assume that $f_{ji}=-f_{ij}$ on $C\cup V$, that $f_{ij}\ge 0$ for $i\in C$, $j\in V$, and that $\sum_{j\in C\cup V\cup U}f_{ij}=1$ for each $i\in V$. Adding the last condition over the valence orbitals gives

$$S(V,C)+S(V,V)+S(V,U)=|V|.$$

Antisymmetry gives $S(V,V)=-S(V,V)$, hence $S(V,V)=0$, and also $S(V,C)=-S(C,V)$. Therefore

$$S(V,U)=|V|+S(C,V)\ge |V|.$$

The transitions counted in $S(C,V)$ are blocked, since their final orbitals are full. Their strength reappears in the absorption from valence to empty orbitals. Equality with $|V|$ means $S(C,V)=0$, and a sum of nonnegative terms is zero only if each term is.

If the core orbitals obey the sum rule as well, the same argument applied to $C$ gives $S(C,C)=0$ and

$$S(C,U)=|C|-S(C,V).$$

The core loses what the valence gains, and $S(C,U)+S(V,U)=|C|+|V|$.

For dipole transitions along one axis, in atomic units, with orbital energies $E_i$ and position matrix elements $x_{ij}$,

$$f_{ij}=2(E_j-E_i)|x_{ij}|^2.$$

Exchanging $i$ and $j$ reverses the energy difference and leaves $|x_{ij}|=|x_{ji}|$ unchanged when $x$ is Hermitian, so antisymmetry follows. If no core level lies above a valence level, the core-to-valence strengths are nonnegative.

The harmonic oscillator with unit mass and frequency gives a small example. Its levels are $E_n=n+\tfrac12$, and its only nonzero position elements are $x_{n,n+1}=x_{n+1,n}=\sqrt{(n+1)/2}$, so $f_{n,n+1}=2\cdot 1\cdot (n+1)/2=n+1$. Take level 0 as core, level 1 as valence and level 2 as empty. The row of level 0 is $0+1+0=1$ and that of level 1 is $-1+0+2=1$. The blocked strength is 1 and the valence absorption is $2=1+1$.

## Group strengths in Lean

The orbitals are labelled by an arbitrary type `ι`, and only the chosen groups need to be finite.

```lean
import Mathlib

open Finset

namespace PauliBlockedStrength

noncomputable section

variable {ι : Type*}
```

The quantity $S(A,B)$ is `groupStrength f A B`, with `f : ι → ι → ℝ` the table of strengths and each group a `Finset ι`.

```lean
/-- The total strength of the transitions from the orbitals in `A` to the orbitals in `B`. -/
def groupStrength (f : ι → ι → ℝ) (A B : Finset ι) : ℝ :=
  ∑ i ∈ A, ∑ j ∈ B, f i j
```

The dipole formula is a particular table. In its definition `E` and `x` are arbitrary: they need not come from a Hamiltonian.

```lean
/-- The dipole oscillator strength from orbital `i` to orbital `j` along one axis, in atomic
units, for orbital energies `E` and position matrix `x`. -/
def dipoleStrength (E : ι → ℝ) (x : Matrix ι ι ℂ) (i j : ι) : ℝ :=
  2 * (E j - E i) * ‖x i j‖ ^ 2
```

The first lemma is $S(B,A)=-S(A,B)$. Its proof exchanges the two summations with `Finset.sum_comm`, moves the minus sign inside, and compares the sums term by term.

```lean
/-- If the strengths between two groups are antisymmetric, reversing the direction of the
transitions reverses the sign of the total strength. -/
theorem groupStrength_swap (f : ι → ι → ℝ) (A B : Finset ι)
    (h : ∀ i ∈ A, ∀ j ∈ B, f j i = -f i j) :
    groupStrength f B A = -groupStrength f A B := by
  unfold groupStrength
  rw [Finset.sum_comm, ← Finset.sum_neg_distrib]
  refine Finset.sum_congr rfl fun i hi => ?_
  rw [← Finset.sum_neg_distrib]
  exact Finset.sum_congr rfl fun j hj => h i hi j hj
```

The second lemma adds the sum rule over a group `A`. The hypotheses `hCV` and `hU` together make the three sets pairwise disjoint, which lets `Finset.sum_union` split each row into its core, valence and empty parts without counting an orbital twice.

```lean
/-- If every orbital of a group `A` has total strength 1 on the disjoint sets `C`, `V`, `U`,
then the strengths from `A` to these three sets add up to the number of orbitals in `A`. -/
theorem groupStrength_balance [DecidableEq ι] (f : ι → ι → ℝ) (A C V U : Finset ι)
    (hCV : Disjoint C V) (hU : Disjoint (C ∪ V) U)
    (hsum : ∀ i ∈ A, ∑ j ∈ C ∪ V ∪ U, f i j = 1) :
    groupStrength f A C + groupStrength f A V + groupStrength f A U = (A.card : ℝ) := by
  have hA : ∑ i ∈ A, ∑ j ∈ C ∪ V ∪ U, f i j = (A.card : ℝ) := by
    rw [Finset.sum_congr rfl hsum]
    simp
  unfold groupStrength
  rw [← Finset.sum_add_distrib, ← Finset.sum_add_distrib, ← hA]
  refine Finset.sum_congr rfl fun i _ => ?_
  rw [Finset.sum_union hU, Finset.sum_union hCV]
```

## The transfer theorem and its linear step

The main theorem has the three physical assumptions as `hanti`, `hpos` and `hsum`. Antisymmetry is required only on the occupied orbitals, and the sum rule only on `V`. Nothing requires the orbitals of `U` to lie higher in energy; that they are empty is an interpretation of the set.

```lean
/-- Let core `C`, valence `V` and empty `U` orbitals be disjoint, with strengths antisymmetric
on `C ∪ V`, nonnegative from core to valence, and of total 1 from each valence orbital. Then the
valence-to-empty strength is the number of valence orbitals plus the Pauli-blocked
core-to-valence strength, and is at least the number of valence orbitals. -/
theorem pauli_blocked_transfer [DecidableEq ι] (f : ι → ι → ℝ) (C V U : Finset ι)
    (hCV : Disjoint C V) (hU : Disjoint (C ∪ V) U)
    (hanti : ∀ i ∈ C ∪ V, ∀ j ∈ C ∪ V, f j i = -f i j)
    (hpos : ∀ i ∈ C, ∀ j ∈ V, 0 ≤ f i j)
    (hsum : ∀ i ∈ V, ∑ j ∈ C ∪ V ∪ U, f i j = 1) :
    groupStrength f V U = V.card + groupStrength f C V ∧
      (V.card : ℝ) ≤ groupStrength f V U := by
  have hbal := groupStrength_balance f V C V U hCV hU hsum
  -- transitions inside the valence group cancel in pairs
  have hVV := groupStrength_swap f V V fun i hi j hj =>
    hanti i (Finset.mem_union_right C hi) j (Finset.mem_union_right C hj)
  -- valence-to-core strength is minus the blocked core-to-valence strength
  have hVC := groupStrength_swap f C V fun i hi j hj =>
    hanti i (Finset.mem_union_left V hi) j (Finset.mem_union_right C hj)
  have hblocked : 0 ≤ groupStrength f C V :=
    Finset.sum_nonneg fun i hi => Finset.sum_nonneg fun j hj => hpos i hi j hj
  constructor <;> linarith
```

The proof turns on `linarith`, which decides linear equations and inequalities over an ordered field. Since `groupStrength` is left folded, each group strength is a single unknown to the tactic, and the double sums play no further part. The facts it receives are those of the derivation: `hbal` is the balance, `hVV` says $S(V,V)=-S(V,V)$, and `hVC` says $S(V,C)=-S(C,V)$. Subtracting `hVC` and half of `hVV` from `hbal` leaves the stated equation. The tactic finds such coefficients itself, so $S(V,V)=0$ never has to be stated separately. The inequality also uses `hblocked`, the nonnegativity of the blocked strength.

The case of equality follows. In the forward direction, `Finset.sum_eq_zero_iff_of_nonneg` is applied twice, first to the sum over core orbitals and then to a single row.

```lean
/-- Let core `C`, valence `V` and empty `U` orbitals be disjoint, with strengths antisymmetric on
`C ∪ V`, nonnegative from core to valence, and of total 1 from each valence orbital. Then the
valence-to-empty strength equals the number of valence orbitals exactly when every core-to-valence
strength vanishes. -/
theorem no_transfer_iff [DecidableEq ι] (f : ι → ι → ℝ) (C V U : Finset ι)
    (hCV : Disjoint C V) (hU : Disjoint (C ∪ V) U)
    (hanti : ∀ i ∈ C ∪ V, ∀ j ∈ C ∪ V, f j i = -f i j)
    (hpos : ∀ i ∈ C, ∀ j ∈ V, 0 ≤ f i j)
    (hsum : ∀ i ∈ V, ∑ j ∈ C ∪ V ∪ U, f i j = 1) :
    groupStrength f V U = V.card ↔ ∀ i ∈ C, ∀ j ∈ V, f i j = 0 := by
  have hmain := (pauli_blocked_transfer f C V U hCV hU hanti hpos hsum).1
  constructor
  · intro h i hi j hj
    have h0 : groupStrength f C V = 0 := by linarith
    unfold groupStrength at h0
    -- a vanishing sum of nonnegative strengths vanishes term by term
    have hrow : ∀ k ∈ C, 0 ≤ ∑ l ∈ V, f k l := fun k hk => Finset.sum_nonneg (hpos k hk)
    have h1 := (Finset.sum_eq_zero_iff_of_nonneg hrow).1 h0 i hi
    exact (Finset.sum_eq_zero_iff_of_nonneg (hpos i hi)).1 h1 j hj
  · intro h
    have h0 : groupStrength f C V = 0 :=
      Finset.sum_eq_zero fun i hi => Finset.sum_eq_zero fun j hj => h i hi j hj
    linarith
```

The next theorem extends the sum rule to the core and drops the sign condition, because its two equations hold whatever the sign of $S(C,V)$. It uses the balance once for each occupied group.

```lean
/-- For disjoint orbital sets with strengths antisymmetric on `C ∪ V` and of total 1 from each
core and valence orbital, the core-to-empty strength is the number of core orbitals minus the
blocked strength, and core and valence together have strength `card C + card V` into `U`. -/
theorem core_loss_and_total [DecidableEq ι] (f : ι → ι → ℝ) (C V U : Finset ι)
    (hCV : Disjoint C V) (hU : Disjoint (C ∪ V) U)
    (hanti : ∀ i ∈ C ∪ V, ∀ j ∈ C ∪ V, f j i = -f i j)
    (hsum : ∀ i ∈ C ∪ V, ∑ j ∈ C ∪ V ∪ U, f i j = 1) :
    groupStrength f C U = C.card - groupStrength f C V ∧
      groupStrength f C U + groupStrength f V U = C.card + V.card := by
  have hC := groupStrength_balance f C C V U hCV hU fun i hi =>
    hsum i (Finset.mem_union_left V hi)
  have hV := groupStrength_balance f V C V U hCV hU fun i hi =>
    hsum i (Finset.mem_union_right C hi)
  have hCC := groupStrength_swap f C C fun i hi j hj =>
    hanti i (Finset.mem_union_left V hi) j (Finset.mem_union_left V hj)
  have hVV := groupStrength_swap f V V fun i hi j hj =>
    hanti i (Finset.mem_union_right C hi) j (Finset.mem_union_right C hj)
  have hVC := groupStrength_swap f C V fun i hi j hj =>
    hanti i (Finset.mem_union_left V hi) j (Finset.mem_union_right C hj)
  constructor <;> linarith
```

## Dipole strengths and three oscillator levels

For dipole strengths, antisymmetry is now proved from `x.IsHermitian`. The equality of the two moduli comes from the fact that complex conjugation preserves the norm.

```lean
/-- For a Hermitian position matrix, the dipole strength of a transition is minus that of the
reverse transition. -/
theorem dipoleStrength_antisymm (E : ι → ℝ) (x : Matrix ι ι ℂ) (hx : x.IsHermitian)
    (i j : ι) : dipoleStrength E x j i = -dipoleStrength E x i j := by
  have h : ‖x j i‖ = ‖x i j‖ := by rw [← hx.apply i j, norm_star]
  unfold dipoleStrength
  rw [h]
  ring
```

The sign condition is replaced by `hE`, which says that no core level lies above a valence level. The sum rule remains a hypothesis, and it is here that the commutator and the completeness of the orbitals enter the physics.

```lean
/-- For dipole strengths with a Hermitian position matrix, no core level above a valence level,
disjoint orbital sets and total strength 1 from each valence orbital, the valence-to-empty strength
is the number of valence orbitals plus the core-to-valence strength, and is at least the number of
valence orbitals. -/
theorem dipole_blocked_transfer [DecidableEq ι] (E : ι → ℝ) (x : Matrix ι ι ℂ)
    (hx : x.IsHermitian) (C V U : Finset ι)
    (hCV : Disjoint C V) (hU : Disjoint (C ∪ V) U)
    (hE : ∀ i ∈ C, ∀ j ∈ V, E i ≤ E j)
    (hsum : ∀ i ∈ V, ∑ j ∈ C ∪ V ∪ U, dipoleStrength E x i j = 1) :
    groupStrength (dipoleStrength E x) V U =
        V.card + groupStrength (dipoleStrength E x) C V ∧
      (V.card : ℝ) ≤ groupStrength (dipoleStrength E x) V U := by
  refine pauli_blocked_transfer _ C V U hCV hU
    (fun i _ j _ => dipoleStrength_antisymm E x hx i j) (fun i hi j hj => ?_) hsum
  have h : 0 ≤ E j - E i := sub_nonneg.2 (hE i hi j hj)
  unfold dipoleStrength
  positivity
```

The oscillator supplies a case in which all the hypotheses are met. Its levels and position matrix are entered as known formulas and are not derived from the Schrödinger equation.

```lean
/-- The harmonic oscillator levels for unit mass and frequency, in atomic units. -/
def oscEnergy (n : ℕ) : ℝ := n + 1 / 2

/-- The position matrix of the harmonic oscillator for unit mass and frequency. -/
def oscPosition : Matrix ℕ ℕ ℂ := fun m n =>
  if n = m + 1 then ((√(((m : ℝ) + 1) / 2) : ℝ) : ℂ)
  else if m = n + 1 then ((√(((n : ℝ) + 1) / 2) : ℝ) : ℂ) else 0
```

The upward strength $f_{n,n+1}=n+1$ comes from squaring the square root in the matrix element.

```lean
/-- The oscillator strength from level `n` to level `n + 1` of the harmonic oscillator
is `n + 1`. -/
theorem osc_strength_up (n : ℕ) :
    dipoleStrength oscEnergy oscPosition n (n + 1) = (n : ℝ) + 1 := by
  have h : (0 : ℝ) ≤ ((n : ℝ) + 1) / 2 := by positivity
  have hx : oscPosition n (n + 1) = ((√(((n : ℝ) + 1) / 2) : ℝ) : ℂ) := if_pos rfl
  unfold dipoleStrength oscEnergy
  rw [hx, Complex.norm_real, Real.norm_eq_abs, sq_abs, Real.sq_sqrt h]
  push_cast
  ring
```

The last theorem checks that the matrix is Hermitian, that the rows of levels 0 and 1 add up to 1, and that the two group strengths are 1 and 2. Three levels suffice because level 1 couples only to its neighbours. The row of level 2 would also need level 3.

```lean
/-- Harmonic oscillator levels 0, 1, 2 as core, valence and empty orbitals: the position matrix is
Hermitian, levels 0 and 1 each have total strength 1 on these three levels, the blocked
(core-to-valence) strength is 1 and the valence-to-empty strength is 2. -/
theorem blocked_transfer_witness :
    oscPosition.IsHermitian ∧
      (∀ i ∈ ({0} ∪ {1} : Finset ℕ),
        ∑ j ∈ ({0} ∪ {1} ∪ {2} : Finset ℕ), dipoleStrength oscEnergy oscPosition i j = 1) ∧
      groupStrength (dipoleStrength oscEnergy oscPosition) {0} {1} = 1 ∧
      groupStrength (dipoleStrength oscEnergy oscPosition) {1} {2} = 2 := by
  have hx : oscPosition.IsHermitian := by
    refine Matrix.IsHermitian.ext fun m n => ?_
    simp only [oscPosition]
    split_ifs <;> first | omega | simp
  have h01 : dipoleStrength oscEnergy oscPosition 0 1 = 1 :=
    (osc_strength_up 0).trans (by norm_num)
  have h12 : dipoleStrength oscEnergy oscPosition 1 2 = 2 :=
    (osc_strength_up 1).trans (by norm_num)
  have h10 : dipoleStrength oscEnergy oscPosition 1 0 = -1 := by
    rw [dipoleStrength_antisymm oscEnergy oscPosition hx 0 1, h01]
  have h00 : dipoleStrength oscEnergy oscPosition 0 0 = 0 := by simp [dipoleStrength]
  have h11 : dipoleStrength oscEnergy oscPosition 1 1 = 0 := by simp [dipoleStrength]
  have h02 : dipoleStrength oscEnergy oscPosition 0 2 = 0 := by
    simp [dipoleStrength, oscPosition]
  have hs : ∀ g : ℕ → ℝ, ∑ j ∈ ({0} ∪ {1} ∪ {2} : Finset ℕ), g j = g 0 + g 1 + g 2 := by
    intro g
    rw [show ({0} ∪ {1} ∪ {2} : Finset ℕ) = {0, 1, 2} by decide]
    simp [add_assoc]
  refine ⟨hx, fun i hi => ?_, ?_, ?_⟩
  · rw [hs]
    rcases Finset.mem_union.1 hi with h | h
    · rw [Finset.mem_singleton.1 h, h00, h01, h02]
      norm_num
    · rw [Finset.mem_singleton.1 h, h10, h11, h12]
      norm_num
  · simp only [groupStrength, Finset.sum_singleton, h01]
  · simp only [groupStrength, Finset.sum_singleton, h12]

end

end PauliBlockedStrength
```

```lean
#print axioms PauliBlockedStrength.pauli_blocked_transfer
#print axioms PauliBlockedStrength.no_transfer_iff
#print axioms PauliBlockedStrength.core_loss_and_total
#print axioms PauliBlockedStrength.dipole_blocked_transfer
```

```
'PauliBlockedStrength.pauli_blocked_transfer' depends on axioms: [propext, Classical.choice, Quot.sound]
'PauliBlockedStrength.no_transfer_iff' depends on axioms: [propext, Classical.choice, Quot.sound]
'PauliBlockedStrength.core_loss_and_total' depends on axioms: [propext, Classical.choice, Quot.sound]
'PauliBlockedStrength.dipole_blocked_transfer' depends on axioms: [propext, Classical.choice, Quot.sound]
```

## Checking a computed absorption spectrum

Suppose that a program for the absorption of a finite system of independent particles has the orbital energies and position matrix elements, and loops over valence orbitals $i$ and empty orbitals $j$, adding $2(E_j-E_i)|x_{ij}|^2$. For this non-interacting model with a local potential and a complete set of final states, the total to compare with is $|V|+S(C,V)$, not the number of valence electrons alone.

A finite basis rarely gives rows that add up to exactly 1. If the computed row sums are $r_i$, the same algebra yields

$$S(V,U)=\sum_{i\in V} r_i+S(C,V).$$

Printing the $r_i$ beside the blocked strength therefore separates two causes of a total different from $|V|$: the departure of the rows from the sum rule, and the transfer from the core. If the spectrum is cut off at some energy while the $r_i$ are summed over all the orbitals, the computed total lacks the strength beyond the cutoff, and the two sides differ by that amount.
